# For positive excitation energies, n ring iterations reproduce the ring energy series through order n+1

Take one excitation of energy $1$ with interaction $-2$ and coupling strength $l$. The ring amplitude $T$ obeys $2T=2l(1+T)^2$, so

$$T=l+2l^2+5l^3+\cdots .$$

Inserting the old amplitude on the right, starting from $T_0=0$, gives $T_1=l$ and $T_2=l+2l^2+l^3$. The errors $T-T_n$ start at $l$, $2l^2$ and $4l^3$: the explicit factor $l$ pushes the error up one order per iteration. The energy $-lT$ carries one more factor.

## The coupling is a formal variable, and $K$ is any real matrix

For finitely many excitations, let $D=\mathrm{diag}(d_i)$ hold the excitation energies and $K$ the interaction. The equation, iteration and energy are

$$DT+TD=S(T),\qquad S(T)=-l(1+T)K(1+T),$$
$$DT_{n+1}+T_{n+1}D=S(T_n),\qquad E(T)=\tfrac l2\mathrm{Tr}(KT).$$

In Lean, $l$ is `X`, amplitudes are matrices over `ℝ⟦X⟧`, `lift` makes $K$ a constant series, and `zeroth` extracts the constant term.

```lean
import Mathlib

open PowerSeries

namespace RingIterationOrder

noncomputable section

variable {ι : Type*} [Fintype ι] [DecidableEq ι]

/-- A real matrix regarded as a matrix of constant power series in the coupling strength. -/
def lift (K : Matrix ι ι ℝ) : Matrix ι ι ℝ⟦X⟧ := K.map fun a => (C a : ℝ⟦X⟧)

/-- The zeroth-order part of a matrix of power series. -/
def zeroth : Matrix ι ι ℝ⟦X⟧ →+* Matrix ι ι ℝ :=
  (constantCoeff : ℝ⟦X⟧ →+* ℝ).mapMatrix
```

Write $G(A)_{ij}=A_{ij}/(d_i+d_j)$; this is `gapDiv`. The matrices $F_n$, `ringTerm` in Lean, will be the coefficients of $l^{n+1}$ in the errors $T-T_n$.

```lean
/-- Entrywise division by the sums `d i + d j` of excitation energies, which must be nonzero. -/
def gapDiv {R : Type*} [AddCommGroup R] [Module ℝ R] (d : ι → ℝ) (A : Matrix ι ι R) :
    Matrix ι ι R := Matrix.of fun i j => (d i + d j)⁻¹ • A i j

/-- The right-hand side `-l (1 + T) K (1 + T)` of the ring amplitude equation. -/
def ringSource (K : Matrix ι ι ℝ) (T : Matrix ι ι ℝ⟦X⟧) : Matrix ι ι ℝ⟦X⟧ :=
  -((X : ℝ⟦X⟧) • ((1 + T) * lift K * (1 + T)))

/-- The ring amplitude equation `D T + T D = -l (1 + T) K (1 + T)`, with `D = diag d`. -/
def IsRingAmplitude (d : ι → ℝ) (K : Matrix ι ι ℝ) (T : Matrix ι ι ℝ⟦X⟧) : Prop :=
  Matrix.diagonal (fun i => C (d i)) * T + T * Matrix.diagonal (fun i => C (d i)) =
    ringSource K T

/-- The ring iteration from `T = 0`: the old amplitudes enter the source, which is divided by
the sums `d i + d j`, assumed nonzero. -/
def ringIter (d : ι → ℝ) (K : Matrix ι ι ℝ) : ℕ → Matrix ι ι ℝ⟦X⟧
  | 0 => 0
  | n + 1 => gapDiv d (ringSource K (ringIter d K n))

/-- The correlation energy `l Tr(K T) / 2`. -/
def energy (K : Matrix ι ι ℝ) (T : Matrix ι ι ℝ⟦X⟧) : ℝ⟦X⟧ :=
  C (1 / 2 : ℝ) * (X * (lift K * T).trace)

/-- The matrices `F 0 = -K` and `F (n+1) = -(F n K + K F n)`, each divided entrywise by
`d i + d j`, assumed nonzero. -/
def ringTerm (d : ι → ℝ) (K : Matrix ι ι ℝ) : ℕ → Matrix ι ι ℝ
  | 0 => gapDiv d (-K)
  | n + 1 => gapDiv d (-(ringTerm d K n * K + K * ringTerm d K n))
```

Direct RPA with real orbitals has a symmetric, positive semidefinite $K$, but no step below uses either property. The opening example, with its negative $K$, is an algebraic illustration and not a direct-RPA system. Orders in $l$ say nothing about convergence: at $l=1$ the opening example has no real solution at all.

With real functions $T(l)$ near $l=0$ in place of formal series, the result would become an error estimate, $O(l^{n+1})$ for the amplitudes and $O(l^{n+2})$ for the energy. One would then have to select the solution that tends to zero, since the opening example has a second one that diverges as $l\to0$.

## The excitation energies are positive

The hypothesis `hd` says that every excitation costs energy in the uncoupled system. By hand it permits a division: $(DT+TD)_{ij}=(d_i+d_j)T_{ij}$, so $DT+TD=A$ is equivalent to $T=G(A)$. `gap_equation` proves this entry by entry.

```lean
/-- For positive excitation energies, `D T + T D = A` holds exactly when `T` is `A` divided
entrywise by `d i + d j`. -/
theorem gap_equation {d : ι → ℝ} (hd : ∀ i, 0 < d i) (T A : Matrix ι ι ℝ⟦X⟧) :
    Matrix.diagonal (fun i => C (d i)) * T + T * Matrix.diagonal (fun i => C (d i)) = A ↔
      T = gapDiv d A := by
  have e : ∀ i j, (Matrix.diagonal (fun i => C (d i)) * T
      + T * Matrix.diagonal (fun i => C (d i))) i j = (d i + d j) • T i j := fun i j => by
    rw [Matrix.add_apply, Matrix.diagonal_mul, Matrix.mul_diagonal,
      PowerSeries.smul_eq_C_mul, map_add]
    ring
  have hne : ∀ i j, d i + d j ≠ 0 := fun i j => (add_pos (hd i) (hd j)).ne'
  constructor <;> intro h <;> refine Matrix.ext fun i j => ?_
  · change T i j = (d i + d j)⁻¹ • A i j
    rw [← h, e, inv_smul_smul₀ (hne i j)]
  · rw [e, h]
    exact smul_inv_smul₀ (hne i j) _
```

The division needs only $d_i+d_j\neq0$. If such a sum vanishes, the result can fail: for one mode with $d=0$ and $K=1$, $T=-1$ solves the equation, while Lean's division by zero keeps every iterate at $0$.

## $T$ solves the ring equation, and the iteration starts at zero

The hypothesis `hT` makes $T$ the self-consistent ring amplitude. Now $T=G(S(T))$ and $T_{n+1}=G(S(T_n))$. Every source contains $l$, so $T$ and all $T_n$ have no constant term. For $n=0$,

$$T-T_0=l\,G\big(-(1+T)K(1+T)\big),$$

whose cofactor of $l$ has constant term $F_0=G(-K)$. Suppose $T-T_n=l^{n+1}R$, where $R$ has constant term $F_n$. Since

$$(1+T)K(1+T)-(1+T_n)K(1+T_n)=(T-T_n)K(1+T)+(1+T_n)K(T-T_n),$$

it follows that

$$T-T_{n+1}=l^{n+2}\,G\big(-[RK(1+T)+(1+T_n)KR]\big),$$

and the new constant term is $F_{n+1}=G(-(F_nK+KF_n))$.

`amplitude_error` is this induction. There `hfix` is the fixed-point form, `h0` the vanishing constant term, and `key` the difference of sources, with `noncomm_ring` checking the identity above.

```lean
/-- The zeroth-order part of a constant matrix is the matrix itself. -/
theorem zeroth_lift (K : Matrix ι ι ℝ) : zeroth (lift K) = K :=
  Matrix.ext fun i j => PowerSeries.constantCoeff_C (K i j)

/-- For positive excitation energies and a solution `T` of the ring amplitude equation, the
difference between `T` and the `n`-th ring iterate is `l^(n+1)` times a matrix of power series whose
zeroth-order part is `ringTerm d K n`. -/
theorem amplitude_error {d : ι → ℝ} (hd : ∀ i, 0 < d i) {K : Matrix ι ι ℝ}
    {T : Matrix ι ι ℝ⟦X⟧} (hT : IsRingAmplitude d K T) (n : ℕ) :
    ∃ R, T - ringIter d K n = (X ^ (n + 1) : ℝ⟦X⟧) • R ∧ zeroth R = ringTerm d K n := by
  have hfix := (gap_equation hd T _).1 hT
  have hs : ∀ (r : ℝ⟦X⟧) (A : Matrix ι ι ℝ⟦X⟧), gapDiv d (r • A) = r • gapDiv d A :=
    fun r A => Matrix.ext fun i j => by
      simp only [gapDiv, Matrix.of_apply, Matrix.smul_apply, smul_eq_mul, mul_smul_comm]
  have hc : ∀ A : Matrix ι ι ℝ⟦X⟧, zeroth (gapDiv d A) = gapDiv d (zeroth A) :=
    fun A => Matrix.ext fun i j => by
      change constantCoeff ((d i + d j)⁻¹ • A i j) = (d i + d j)⁻¹ * constantCoeff (A i j)
      rw [PowerSeries.smul_eq_C_mul, map_mul, PowerSeries.constantCoeff_C]
  -- every amplitude produced by a source has zero zeroth-order part
  have h0 : ∀ S, zeroth (gapDiv d (ringSource K S)) = 0 := fun S => by
    rw [ringSource, ← smul_neg, hs]
    refine Matrix.ext fun i j => ?_
    change constantCoeff (X * _) = (0 : ℝ)
    rw [map_mul, PowerSeries.constantCoeff_X, zero_mul]
  have hT0 : zeroth T = 0 := by rw [hfix]; exact h0 T
  have hI : ∀ m, zeroth (ringIter d K m) = 0 := fun m => by
    cases m with
    | zero => exact map_zero zeroth
    | succ m => exact h0 _
  induction n with
  | zero =>
    refine ⟨gapDiv d (-((1 + T) * lift K * (1 + T))), ?_, ?_⟩
    · rw [show ringIter d K 0 = 0 from rfl, sub_zero, ← hs, zero_add, pow_one, smul_neg]
      exact hfix
    · rw [hc]
      simp only [map_neg, map_mul, map_add, map_one, hT0, zeroth_lift, add_zero, one_mul,
        mul_one, ringTerm]
  | succ m ih =>
    obtain ⟨R, hR, hR0⟩ := ih
    refine ⟨gapDiv d (-(R * lift K * (1 + T) + (1 + ringIter d K m) * lift K * R)), ?_, ?_⟩
    · have hsub : ∀ A B : Matrix ι ι ℝ⟦X⟧, gapDiv d A - gapDiv d B = gapDiv d (A - B) :=
        fun A B => Matrix.ext fun i j => by
          simp only [gapDiv, Matrix.of_apply, Matrix.sub_apply, smul_sub]
      -- each term of the difference of the sources contains the old error and one more `l`
      have key : ringSource K T - ringSource K (ringIter d K m) = (X ^ (m + 1 + 1) : ℝ⟦X⟧) •
          (-(R * lift K * (1 + T) + (1 + ringIter d K m) * lift K * R)) := by
        have h : (1 + T) * lift K * (1 + T)
            - (1 + ringIter d K m) * lift K * (1 + ringIter d K m)
            = (T - ringIter d K m) * lift K * (1 + T)
              + (1 + ringIter d K m) * lift K * (T - ringIter d K m) := by noncomm_ring
        rw [hR] at h
        simp only [Matrix.smul_mul, Matrix.mul_smul] at h
        rw [← smul_add] at h
        rw [pow_succ' X (m + 1), smul_neg, mul_smul, ← h, smul_sub]
        simp only [ringSource]
        abel
      calc T - ringIter d K (m + 1)
          = gapDiv d (ringSource K T) - gapDiv d (ringSource K (ringIter d K m)) :=
            congrArg (· - gapDiv d (ringSource K (ringIter d K m))) hfix
        _ = _ := by rw [hsub, key, hs]
    · rw [hc]
      simp only [map_neg, map_add, map_mul, map_one, hT0, hI, zeroth_lift, add_zero,
        mul_one, one_mul, hR0, ringTerm]
```

Taking the trace with $K$ gives

$$E(T)-E(T_n)=l^{n+2}\,\tfrac12\mathrm{Tr}(KR),$$

with first coefficient $\tfrac12\mathrm{Tr}(KF_n)$, which may vanish. `energy_error` states this, and `ring_iteration_order` collects both divisibilities.

```lean
/-- For positive excitation energies and a solution `T` of the ring amplitude equation, the energy
of `T` minus that of the `n`-th ring iterate is `l^(n+2)` times a power series with constant term
`Tr(K F) / 2`, where `F = ringTerm d K n`. -/
theorem energy_error {d : ι → ℝ} (hd : ∀ i, 0 < d i) {K : Matrix ι ι ℝ}
    {T : Matrix ι ι ℝ⟦X⟧} (hT : IsRingAmplitude d K T) (n : ℕ) :
    ∃ c : ℝ⟦X⟧, energy K T - energy K (ringIter d K n) = X ^ (n + 2) * c ∧
      constantCoeff c = 1 / 2 * (K * ringTerm d K n).trace := by
  obtain ⟨R, hR, hR0⟩ := amplitude_error hd hT n
  refine ⟨C (1 / 2 : ℝ) * (lift K * R).trace, ?_, ?_⟩
  · simp only [energy]
    rw [← mul_sub, ← mul_sub, ← Matrix.trace_sub, ← mul_sub, hR, Matrix.mul_smul,
      Matrix.trace_smul, smul_eq_mul]
    ring
  · have ht : ∀ M : Matrix ι ι ℝ⟦X⟧, constantCoeff M.trace = (zeroth M).trace :=
      fun M => map_sum constantCoeff (fun i => M i i) Finset.univ
    rw [map_mul, PowerSeries.constantCoeff_C, ht, map_mul, zeroth_lift, hR0]

/-- For positive excitation energies and a solution `T` of the ring amplitude equation, the `n`-th
ring iterate agrees with `T` through order `n` in the coupling strength, and its energy agrees with
the energy of `T` through order `n+1`. -/
theorem ring_iteration_order {d : ι → ℝ} (hd : ∀ i, 0 < d i) {K : Matrix ι ι ℝ}
    {T : Matrix ι ι ℝ⟦X⟧} (hT : IsRingAmplitude d K T) (n : ℕ) :
    (∀ i j, (X ^ (n + 1) : ℝ⟦X⟧) ∣ (T - ringIter d K n) i j) ∧
      (X ^ (n + 2) : ℝ⟦X⟧) ∣ energy K T - energy K (ringIter d K n) := by
  obtain ⟨R, hR, -⟩ := amplitude_error hd hT n
  obtain ⟨c, hc, -⟩ := energy_error hd hT n
  exact ⟨fun i j => ⟨R i j, by rw [hR]; rfl⟩, ⟨c, hc⟩⟩
```

Without `hT` nothing ties $T$ to the iterates: for one mode, $T=1$ already has error $1$ at $n=0$. A start with a nonzero constant term likewise spoils the count at $n=0$.

For undamped ring iterations started from zero in this finite, one-parameter model, the theorem guarantees that $n$ steps reproduce the RPA correlation energy through order $n+1$. It says nothing about the full many-electron correlation energy.

## A solution exists in the one-mode example

The theorems take $T$ as given and do not construct it for general $d$ and $K$. For the opening example a solution is explicit: $T=u-1$, where $u$ generates the Catalan numbers. Their recursion is $u=1+lu^2$, and twice this equation is the ring equation, which is the final `linear_combination`.

```lean
/-- One mode with `D = 1` and `K = -2`: the generating series of the Catalan numbers, minus
one, solves the ring amplitude equation. -/
theorem isRingAmplitude_witness :
    IsRingAmplitude (ι := Fin 1) (fun _ => 1) (Matrix.of fun _ _ => -2)
      (Matrix.of fun _ _ => PowerSeries.mk (fun m => (catalan m : ℝ)) - 1) := by
  -- the Catalan recursion is the quadratic equation `u = 1 + l u²`
  have hu : PowerSeries.mk (fun m => (catalan m : ℝ)) = 1 + X *
      (PowerSeries.mk (fun m => (catalan m : ℝ)) *
        PowerSeries.mk (fun m => (catalan m : ℝ))) := by
    refine PowerSeries.ext fun m => ?_
    cases m with
    | zero => simp
    | succ m =>
      rw [map_add, PowerSeries.coeff_succ_X_mul, PowerSeries.coeff_mul, PowerSeries.coeff_one,
        if_neg (Nat.succ_ne_zero m), zero_add, PowerSeries.coeff_mk, catalan_succ',
        Nat.cast_sum]
      refine Finset.sum_congr rfl fun p _ => ?_
      simp only [PowerSeries.coeff_mk, Nat.cast_mul]
  generalize PowerSeries.mk (fun m => (catalan m : ℝ)) = u at hu ⊢
  have h2 : (C (-2 : ℝ) : ℝ⟦X⟧) = -2 := by rw [map_neg, map_ofNat]
  refine Matrix.ext fun i j => ?_
  obtain rfl : i = 0 := Subsingleton.elim _ _
  obtain rfl : j = 0 := Subsingleton.elim _ _
  simp only [lift, ringSource, Matrix.add_apply, Matrix.neg_apply, Matrix.smul_apply,
    Matrix.mul_apply, Matrix.map_apply, Matrix.of_apply, Matrix.diagonal_apply_eq,
    Matrix.one_apply_eq, Fin.sum_univ_one, map_one, h2, smul_eq_mul]
  linear_combination 2 * hu

end

end RingIterationOrder
```

```lean
#print axioms RingIterationOrder.ring_iteration_order
```

```
'RingIterationOrder.ring_iteration_order' depends on axioms: [propext, Classical.choice, Quot.sound]
```
